# Pure Majorana covariance matrices are extreme points of the admissible set

Take one fermionic mode, described by two Majorana operators γ₁ and γ₂ with γ₁² = γ₂² = 1 and γ₁γ₂ = −γ₂γ₁. Its two-point correlations are fixed by one real number, g = i⟨γ₁γ₂⟩, and its covariance matrix is

G = [[0, g], [−g, 0]].

With f = (γ₁ + iγ₂)/2 as annihilation operator, the mean occupation is (1 + g)/2, so g lies between −1 and 1. The ends of the interval are the empty and the filled mode, and they are also the only values with G² = −I.

Suppose that a filled mode, g = 1, is written as a mixture tg₁ + (1−t)g₂ with 0 < t < 1. Neither g₁ nor g₂ exceeds 1, so both equal 1. For more modes, the interval becomes a set of matrices, and the lengths of vectors take over the role of the bound on g.

## No proper mixture gives G² = −I

For n Majorana operators with γⱼγₖ + γₖγⱼ = 2δⱼₖ, the covariance matrix, often written Γ, is

Gⱼₖ = (i/2)⟨γⱼγₖ − γₖγⱼ⟩.

It is real and antisymmetric, and it satisfies GᵀG ≤ I, which generalises the limits on the occupation. Call a real matrix with these properties admissible, and call it pure if also G² = −I. The result is:

If G² = −I and G = tG₁ + (1−t)G₂ with 0 < t < 1 and G₁, G₂ admissible, then G₁ = G₂ = G.

In other words, a pure G is an extreme point of the admissible set: it is not strictly between two different admissible matrices. Conversely, an extreme point that is invertible is pure.

## Linear mixing and trajectory averages lose purity

In a mean-field calculation with pairing and finitely many modes, linear mixing of two different pure covariance matrices always produces a matrix with G² ≠ −I. The mixed matrix therefore violates the assumption of any routine that expects a pure Gaussian state. The same holds for an average over two pure free-fermion trajectories whose covariance matrices differ at the time considered: the weighted mean of the matrices has the correct two-point functions of the ensemble, but it is not the covariance matrix of a pure Gaussian state.

## Equal lengths force equal matrices

Write x·y for the scalar product and |x|² = x·x. Antisymmetry gives

(Gx)·y = x·(Gᵀy) = −x·(Gy).

Setting y = Gx and using G² = −I,

|Gx|² = −x·(G²x) = |x|².

A pure G thus preserves every length. The antisymmetry used here is inherited from G₁ and G₂, since G is a linear combination of them.

Now fix x and put u = G₁x, v = G₂x, so that Gx = tu + (1−t)v. Expanding the square gives

|tu + (1−t)v|² = t²|u|² + 2t(1−t) u·v + (1−t)²|v|².

Since t² = t − t(1−t) and (1−t)² = (1−t) − t(1−t), this is

|tu + (1−t)v|² = t|u|² + (1−t)|v|² − t(1−t)|u−v|².

The left side equals |x|². Admissibility gives |u|² ≤ |x|² and |v|² ≤ |x|², hence

|x|² ≤ |x|² − t(1−t)|u−v|².

Because t(1−t) > 0, this forces u = v. As x was arbitrary, G₁ = G₂, and then G = tG₁ + (1−t)G₁ = G₁.

## Extreme matrices satisfy G³ = −G

For the converse, let G be admissible and define

K₊ = (3G + G³)/2,  K₋ = (G − G³)/2.

Their midpoint is G. Both are antisymmetric, because (G³)ᵀ = (−G)³ = −G³. To bound them, set a = Gx, b = Ga and c = Gb. Antisymmetry gives x·b = −|a|² and a·c = −|b|², so

|K₊x|² = (9|a|² − 6|b|² + |c|²)/4,

|K₋x|² = (|a|² + 2|b|² + |c|²)/4.

The second is at most |x|², since |c|² ≤ |b|² ≤ |a|² ≤ |x|². For the first, use

|x+b|² = |x|² − 2|a|² + |b|²,

|G(x+b)|² = |a+c|² = |a|² − 2|b|² + |c|².

Then

4|x|² − 4|K₊x|² = 4|x|² − 9|a|² + 6|b|² − |c|² = (|x+b|² − |G(x+b)|²) + 3|x+b|² ≥ 0.

Both matrices are therefore admissible. If G is extreme, K₊ = G, which gives G³ = −G. If G is also invertible, multiplication by G⁻¹ gives G² = −I.

## Lean source

```lean
import Mathlib

open Matrix

namespace MajoranaCovariance

variable {n : Type*} [Fintype n] [DecidableEq n]

/-- An admissible Majorana covariance matrix: a real antisymmetric matrix `G` with
`Gᵀ G ≤ I`, the inequality being read as one between quadratic forms. -/
structure IsCovariance (G : Matrix n n ℝ) : Prop where
  antisymm : Gᵀ = -G
  contraction : ∀ x : n → ℝ, (G *ᵥ x) ⬝ᵥ (G *ᵥ x) ≤ x ⬝ᵥ x

omit [DecidableEq n] in
/-- A real antisymmetric matrix changes sign when it is moved across the scalar product. -/
theorem antisymm_dotProduct {G : Matrix n n ℝ} (hG : Gᵀ = -G) (x y : n → ℝ) :
    (G *ᵥ x) ⬝ᵥ y = -(x ⬝ᵥ (G *ᵥ y)) := by
  rw [dotProduct_comm, Matrix.dotProduct_mulVec, ← Matrix.mulVec_transpose, hG,
    Matrix.neg_mulVec, neg_dotProduct, dotProduct_comm]

/-- A real antisymmetric matrix with `G² = -I` preserves the length of every vector. -/
theorem pure_preserves_length {G : Matrix n n ℝ} (hG : Gᵀ = -G) (hp : G * G = -1)
    (x : n → ℝ) : (G *ᵥ x) ⬝ᵥ (G *ᵥ x) = x ⬝ᵥ x := by
  rw [antisymm_dotProduct hG, Matrix.mulVec_mulVec, hp, Matrix.neg_mulVec,
    Matrix.one_mulVec, dotProduct_neg, neg_neg]

/-- A pure covariance matrix, `G² = -I`, has no proper mixture: if it is a weighted mean of two
admissible covariance matrices with weights `t` and `1 - t`, `0 < t < 1`, both equal `G`. -/
theorem pure_mixture_trivial {G G₁ G₂ : Matrix n n ℝ} {t : ℝ} (hp : G * G = -1)
    (h₁ : IsCovariance G₁) (h₂ : IsCovariance G₂) (ht₀ : 0 < t) (ht₁ : t < 1)
    (h : G = t • G₁ + (1 - t) • G₂) : G₁ = G ∧ G₂ = G := by
  have hG : Gᵀ = -G := by
    rw [h, Matrix.transpose_add, Matrix.transpose_smul, Matrix.transpose_smul,
      h₁.antisymm, h₂.antisymm]
    module
  have hx : ∀ x : n → ℝ, G₁ *ᵥ x = G₂ *ᵥ x := by
    intro x
    have hlen := pure_preserves_length hG hp x
    have hGx : G *ᵥ x = t • (G₁ *ᵥ x) + (1 - t) • (G₂ *ᵥ x) := by
      rw [h, Matrix.add_mulVec, Matrix.smul_mulVec, Matrix.smul_mulVec]
    have hu := h₁.contraction x
    have hv := h₂.contraction x
    rw [hGx] at hlen
    generalize G₁ *ᵥ x = u at *
    generalize G₂ *ᵥ x = v at *
    -- strict convexity of the squared length
    have hid : (t • u + (1 - t) • v) ⬝ᵥ (t • u + (1 - t) • v)
        = t * (u ⬝ᵥ u) + (1 - t) * (v ⬝ᵥ v) - t * (1 - t) * ((u - v) ⬝ᵥ (u - v)) := by
      simp only [add_dotProduct, dotProduct_add, sub_dotProduct, dotProduct_sub,
        smul_dotProduct, dotProduct_smul, smul_eq_mul, dotProduct_comm v u]
      ring
    have hd₀ : 0 ≤ (u - v) ⬝ᵥ (u - v) :=
      Finset.sum_nonneg fun i _ => mul_self_nonneg ((u - v) i)
    have hs : 0 < 1 - t := by linarith
    have hd₁ : (u - v) ⬝ᵥ (u - v) ≤ 0 := by
      by_contra hd
      have hpos := mul_pos (mul_pos ht₀ hs) (not_le.mp hd)
      have hu' := mul_le_mul_of_nonneg_left hu ht₀.le
      have hv' := mul_le_mul_of_nonneg_left hv hs.le
      linarith
    exact sub_eq_zero.mp (dotProduct_self_eq_zero.mp (le_antisymm hd₁ hd₀))
  have h12 : G₁ = G₂ := by
    ext i j
    have hij := congrFun (hx (Pi.single j 1)) i
    simpa using hij
  have hfin : G₁ = G := by
    rw [h, ← h12]
    module
  exact ⟨hfin, h12 ▸ hfin⟩

/-- A real antisymmetric matrix with `G² = -I` is an extreme point of the set of admissible
covariance matrices. -/
theorem pure_mem_extremePoints {G : Matrix n n ℝ} (hG : Gᵀ = -G) (hp : G * G = -1) :
    G ∈ Set.extremePoints ℝ {M : Matrix n n ℝ | IsCovariance M} := by
  rw [mem_extremePoints]
  refine ⟨⟨hG, fun x => (pure_preserves_length hG hp x).le⟩, ?_⟩
  intro G₁ h₁ G₂ h₂ hseg
  obtain ⟨a, b, ha, hb, hab, h⟩ := hseg
  have hb' : b = 1 - a := by linarith
  subst hb'
  exact pure_mixture_trivial hp h₁ h₂ ha (by linarith) h.symm

omit [DecidableEq n] in
/-- For an admissible covariance matrix `G`, the matrices `(3G + G³)/2` and `(G - G³)/2`
are admissible as well. -/
theorem cubic_steps {G : Matrix n n ℝ} (hG : IsCovariance G) :
    IsCovariance ((3 / 2 : ℝ) • G + (1 / 2 : ℝ) • (G * G * G)) ∧
    IsCovariance ((1 / 2 : ℝ) • G - (1 / 2 : ℝ) • (G * G * G)) := by
  have hC : (G * G * G)ᵀ = -(G * G * G) := by
    rw [Matrix.transpose_mul, Matrix.transpose_mul, hG.antisymm]
    noncomm_ring
  have hcube : ∀ x : n → ℝ, (G * G * G) *ᵥ x = G *ᵥ (G *ᵥ (G *ᵥ x)) := by
    intro x
    rw [Matrix.mulVec_mulVec, Matrix.mulVec_mulVec, mul_assoc]
  -- the squared lengths of x, Gx, G²x, G³x control both matrices
  have key : ∀ x : n → ℝ,
      ((3 / 2 : ℝ) • (G *ᵥ x) + (1 / 2 : ℝ) • (G *ᵥ (G *ᵥ (G *ᵥ x)))) ⬝ᵥ
        ((3 / 2 : ℝ) • (G *ᵥ x) + (1 / 2 : ℝ) • (G *ᵥ (G *ᵥ (G *ᵥ x)))) ≤ x ⬝ᵥ x ∧
      ((1 / 2 : ℝ) • (G *ᵥ x) - (1 / 2 : ℝ) • (G *ᵥ (G *ᵥ (G *ᵥ x)))) ⬝ᵥ
        ((1 / 2 : ℝ) • (G *ᵥ x) - (1 / 2 : ℝ) • (G *ᵥ (G *ᵥ (G *ᵥ x)))) ≤ x ⬝ᵥ x := by
    intro x
    obtain ⟨a, ha⟩ : ∃ a, a = G *ᵥ x := ⟨_, rfl⟩
    obtain ⟨b, hb⟩ : ∃ b, b = G *ᵥ a := ⟨_, rfl⟩
    obtain ⟨c, hc⟩ : ∃ c, c = G *ᵥ b := ⟨_, rfl⟩
    have hxb := antisymm_dotProduct hG.antisymm x a
    have hac := antisymm_dotProduct hG.antisymm a b
    have h0 := hG.contraction x
    have h1 := hG.contraction a
    have h2 := hG.contraction b
    have h3 := hG.contraction (x + b)
    have h4 : 0 ≤ (x + b) ⬝ᵥ (x + b) :=
      Finset.sum_nonneg fun i _ => mul_self_nonneg ((x + b) i)
    rw [Matrix.mulVec_add] at h3
    simp only [← ha, ← hb, ← hc] at hxb hac h0 h1 h2 h3 ⊢
    simp only [add_dotProduct, dotProduct_add, sub_dotProduct, dotProduct_sub,
      smul_dotProduct, dotProduct_smul, smul_eq_mul, dotProduct_comm b x,
      dotProduct_comm c a] at h3 h4 ⊢
    constructor <;> linarith
  refine ⟨⟨?_, fun x => ?_⟩, ⟨?_, fun x => ?_⟩⟩
  · rw [Matrix.transpose_add, Matrix.transpose_smul, Matrix.transpose_smul, hG.antisymm, hC]
    module
  · rw [Matrix.add_mulVec, Matrix.smul_mulVec, Matrix.smul_mulVec, hcube]
    exact (key x).1
  · rw [Matrix.transpose_sub, Matrix.transpose_smul, Matrix.transpose_smul, hG.antisymm, hC]
    module
  · rw [Matrix.sub_mulVec, Matrix.smul_mulVec, Matrix.smul_mulVec, hcube]
    exact (key x).2

omit [DecidableEq n] in
/-- Every extreme point of the set of admissible covariance matrices satisfies `G³ = -G`. -/
theorem extreme_cube {G : Matrix n n ℝ}
    (h : G ∈ Set.extremePoints ℝ {M : Matrix n n ℝ | IsCovariance M}) :
    G * G * G = -G := by
  rw [mem_extremePoints] at h
  obtain ⟨hG, hext⟩ := h
  have hs := cubic_steps hG
  -- G is the midpoint of the two cubic steps
  have he := (hext _ hs.1 _ hs.2
    ⟨1 / 2, 1 / 2, by norm_num, by norm_num, by norm_num, by module⟩).1
  linear_combination (norm := module) (2 : ℝ) • he

/-- An invertible admissible covariance matrix is an extreme point of the admissible set
exactly when it is pure, `G² = -I`. -/
theorem extreme_iff_pure {G : Matrix n n ℝ} (hG : IsCovariance G) (hdet : G.det ≠ 0) :
    G ∈ Set.extremePoints ℝ {M : Matrix n n ℝ | IsCovariance M} ↔ G * G = -1 := by
  refine ⟨fun h => ?_, pure_mem_extremePoints hG.antisymm⟩
  have hu : IsUnit G.det := isUnit_iff_ne_zero.mpr hdet
  calc G * G = (G⁻¹ * G) * (G * G) := by rw [Matrix.nonsing_inv_mul _ hu, one_mul]
    _ = G⁻¹ * (G * G * G) := by simp only [mul_assoc]
    _ = -1 := by rw [extreme_cube h, mul_neg, Matrix.nonsing_inv_mul _ hu]

/-- For a single Majorana operator the zero covariance matrix is an extreme point of the
admissible set, although it does not satisfy `G² = -I`. -/
theorem single_majorana_extreme_not_pure :
    (0 : Matrix (Fin 1) (Fin 1) ℝ) ∈
      Set.extremePoints ℝ {M : Matrix (Fin 1) (Fin 1) ℝ | IsCovariance M} ∧
    (0 : Matrix (Fin 1) (Fin 1) ℝ) * 0 ≠ -1 := by
  have hz : ∀ M : Matrix (Fin 1) (Fin 1) ℝ, IsCovariance M → M = 0 := by
    intro M hM
    have h00 := congrFun (congrFun hM.antisymm 0) 0
    simp only [Matrix.transpose_apply, Matrix.neg_apply] at h00
    ext i j
    rw [Subsingleton.elim i 0, Subsingleton.elim j 0, Matrix.zero_apply]
    linarith
  constructor
  · rw [mem_extremePoints]
    refine ⟨⟨by simp, fun x => ?_⟩, fun G₁ h₁ G₂ h₂ _ => ⟨hz G₁ h₁, hz G₂ h₂⟩⟩
    rw [Matrix.zero_mulVec, zero_dotProduct]
    exact Finset.sum_nonneg fun i _ => mul_self_nonneg (x i)
  · intro h
    have h00 := congrFun (congrFun h 0) 0
    norm_num at h00

/-- The matrix with rows `(0, 1)` and `(-1, 0)` is an admissible covariance matrix of two
Majorana operators and satisfies `G² = -I`. -/
theorem pure_covariance_witness :
    IsCovariance (!![0, 1; -1, 0] : Matrix (Fin 2) (Fin 2) ℝ) ∧
    (!![0, 1; -1, 0] : Matrix (Fin 2) (Fin 2) ℝ) * !![0, 1; -1, 0] = -1 := by
  have hA : (!![0, 1; -1, 0] : Matrix (Fin 2) (Fin 2) ℝ)ᵀ = -!![0, 1; -1, 0] := by
    ext i j
    fin_cases i <;> fin_cases j <;> simp
  have hP : (!![0, 1; -1, 0] : Matrix (Fin 2) (Fin 2) ℝ) * !![0, 1; -1, 0] = -1 := by
    ext i j
    fin_cases i <;> fin_cases j <;> simp [Matrix.mul_apply, Fin.sum_univ_succ]
  exact ⟨⟨hA, fun x => (pure_preserves_length hA hP x).le⟩, hP⟩

end MajoranaCovariance
```

```lean
#print axioms MajoranaCovariance.extreme_iff_pure
#print axioms MajoranaCovariance.single_majorana_extreme_not_pure
```

```
'MajoranaCovariance.extreme_iff_pure' depends on axioms: [propext, Classical.choice, Quot.sound]
'MajoranaCovariance.single_majorana_extreme_not_pure' depends on axioms: [propext, Classical.choice, Quot.sound]
```

## From Lean objects to Majorana matrices

The finite type `n` labels the Majorana operators; an even number is not required. The expression `G *ᵥ x` is the matrix-vector product and `⬝ᵥ` the real scalar product. In `G * G = -1`, the symbol `1` is the identity matrix. The structure `IsCovariance` contains antisymmetry and the inequality |Gx|² ≤ |x|² for every real x, which is GᵀG ≤ I read as a statement about quadratic forms.

The main theorem, `pure_mixture_trivial`, takes a matrix with G² = −I, two admissible matrices, a weight strictly between 0 and 1 and the mixture equation, and returns both equalities. `pure_mem_extremePoints` states the same fact with Mathlib's `Set.extremePoints`; here antisymmetry of G is a hypothesis, and the proof turns a point of an open segment into weights a and 1 − a. `extreme_iff_pure` says that an admissible G with nonzero determinant is extreme exactly when it is pure.

The lemmas follow the derivation above. `antisymm_dotProduct` moves G across the scalar product, and `pure_preserves_length` gives |Gx|² = |x|². Inside the main theorem, `hid` is the expanded square, checked by `ring` after the scalar products have been multiplied out. The step `hd₁` supposes |u−v|² > 0 and lets `linarith` derive a contradiction from the two length bounds. Applying the result to unit vectors, `Pi.single j 1`, compares the matrices column by column.

In `cubic_steps`, the hypotheses `h0` to `h3` are the length bounds for x, a, b and x+b, and `h4` is |x+b|² ≥ 0. From these and the two antisymmetry relations, `linarith` finds the linear combinations for K₊ and K₋. `extreme_cube` applies extremality to their midpoint, and `extreme_iff_pure` cancels one factor of G with the inverse.

## Where the hypotheses bite

Let J = [[0, 1], [−1, 0]], the filled mode of the opening example. `pure_covariance_witness` confirms that it is admissible and pure. It is also the mean of 2J and 0, with weights 1/2. Here 0 is admissible and 2J is antisymmetric but too long, so requiring GᵀG ≤ I of only one component is not enough. A code that mixes in an unphysical intermediate matrix can therefore arrive at a pure result from two different inputs.

For a single Majorana operator, antisymmetry leaves only the 1 × 1 zero matrix. It is extreme because the admissible set has no other point, yet 0² ≠ −1. This is `single_majorana_extreme_not_pure`, and it shows that the equivalence between extreme and pure can fail without invertibility when the number of Majorana operators is odd. For an even number, an extreme G is automatically invertible: the kernel of an antisymmetric G then has even dimension, and if it were not zero, adding J or −J on two orthonormal kernel directions would give two different admissible matrices with midpoint G. This last remark is not part of the Lean proof.

The equation G³ = −G alone does not identify extreme points. The 2 × 2 zero matrix satisfies it, but it is the midpoint of J and −J: the half-filled mode is an equal mixture of filled and empty.

## Exact matrices, not states or tolerances

The theorems guarantee the matrix statements for every finite number of Majorana operators, with exact real entries. They contain no error estimate: if a computed G² differs from −I by rounding, they do not say how close G₁ and G₂ must be.

The step from these matrices to a physical system is the identification of G with the expectation values of a fermionic state. That expectation values obey GᵀG ≤ I, and that G² = −I marks a pure Gaussian state, is physics brought in from outside the Lean proof. In particular, "pure" describes the matrix here. A correlated pure state of interacting fermions can have G² ≠ −I, so a failed purity check on G does not by itself show that the many-body state is mixed.
